# Small-component weight and kinetic energy of a free Dirac electron at positive energy

For a free electron with spin up, moving along the $z$ axis, the Dirac equation reduces to $Ep=ckq$ and $(E+2c^2)q=ckp$, where $p$ and $q$ are the large and small amplitudes, $k$ is the wave number, $c$ is the speed of light, and $E>0$ is the energy above the rest energy in Hartree atomic units. The second equation gives $q=ckp/(E+2c^2)$, so $q$ is tied to $p$, and putting this into the first equation fixes $k^2$ in terms of $E$.

In Lean 4 with Mathlib:

```lean
import Mathlib

open Matrix

namespace FreeDiracSmallComponent

noncomputable section

/-- The free Dirac equations for a large amplitude `p` and a small amplitude `q` at wave number
`k`, in Hartree atomic units, with the energy `E` measured from the rest energy. -/
def FreeDirac (c k E p q : ℝ) : Prop :=
  E * p = c * k * q ∧ (E + 2 * c ^ 2) * q = c * k * p

/-- The matrix `σ · k` of the Pauli matrices with a real wave vector `k`. -/
def pauliDot (k : Fin 3 → ℝ) : Matrix (Fin 2) (Fin 2) ℂ :=
  !![(k 2 : ℂ), (k 0 : ℂ) - (k 1 : ℂ) * Complex.I;
     (k 0 : ℂ) + (k 1 : ℂ) * Complex.I, -(k 2 : ℂ)]

/-- The free Dirac equations for a large two-component spinor `φ` and a small one `χ` at wave
vector `k`, with the energy `E` measured from the rest energy. -/
def FreeDiracSpinor (c : ℝ) (k : Fin 3 → ℝ) (E : ℝ) (φ χ : Fin 2 → ℂ) : Prop :=
  (E : ℂ) • φ = (c : ℂ) • (pauliDot k *ᵥ χ) ∧
    ((E + 2 * c ^ 2 : ℝ) : ℂ) • χ = (c : ℂ) • (pauliDot k *ᵥ φ)

/-- The weight (squared norm) of a two-component spinor. -/
def weight (φ : Fin 2 → ℂ) : ℝ := Complex.normSq (φ 0) + Complex.normSq (φ 1)

/-- The relation `c² K = E (E + 2c²)` for the squared wave number `K`, solved for the
nonrelativistic kinetic energy `K / 2`. -/
theorem kinetic_energy_eq {c E K : ℝ} (hc : 0 < c) (h : c ^ 2 * K = E * (E + 2 * c ^ 2)) :
    K / 2 = E * (1 + E / (2 * c ^ 2)) := by
  have hK : K = E * (E + 2 * c ^ 2) / c ^ 2 := by
    rw [eq_div_iff (by positivity)]
    linear_combination h
  rw [hK]
  field_simp
  ring

/-- A nonzero free solution of positive energy has a nonzero large component, and its wave number
obeys `c² k² = E (E + 2c²)`. -/
theorem large_ne_zero_and_dispersion {c k E p q : ℝ} (hE : 0 < E)
    (h0 : p ≠ 0 ∨ q ≠ 0) (h : FreeDirac c k E p q) :
    p ≠ 0 ∧ c ^ 2 * k ^ 2 = E * (E + 2 * c ^ 2) := by
  obtain ⟨h1, h2⟩ := h
  have hs : E + 2 * c ^ 2 ≠ 0 := by positivity
  have hp : p ≠ 0 := by
    intro hp
    -- without a large component the second equation removes the small one too
    rw [hp, mul_zero] at h2
    have hq : q = 0 := (mul_eq_zero.mp h2).resolve_left hs
    rcases h0 with h0 | h0
    · exact h0 hp
    · exact h0 hq
  refine ⟨hp, mul_right_cancel₀ hp ?_⟩
  -- eliminate the small component
  linear_combination -(E + 2 * c ^ 2) * h1 - c * k * h2

/-- For a nonzero free Dirac solution of positive energy the large component is nonzero, the
nonrelativistic kinetic energy is `E (1 + E/(2c²))`, and the squared ratio of small to large
component is `E/(E + 2c²)`, which is below `E/(2c²)`. -/
theorem small_component_bound {c k E p q : ℝ} (hc : 0 < c) (hE : 0 < E)
    (h0 : p ≠ 0 ∨ q ≠ 0) (h : FreeDirac c k E p q) :
    p ≠ 0 ∧ k ^ 2 / 2 = E * (1 + E / (2 * c ^ 2)) ∧
      q ^ 2 / p ^ 2 = E / (E + 2 * c ^ 2) ∧ q ^ 2 / p ^ 2 < E / (2 * c ^ 2) := by
  obtain ⟨hp, hd⟩ := large_ne_zero_and_dispersion hE h0 h
  obtain ⟨h1, h2⟩ := h
  have hs : E + 2 * c ^ 2 ≠ 0 := by positivity
  have hr : q ^ 2 / p ^ 2 = E / (E + 2 * c ^ 2) := by
    rw [div_eq_div_iff (pow_ne_zero 2 hp) hs]
    linear_combination q * h2 - p * h1
  refine ⟨hp, kinetic_energy_eq hc hd, hr, ?_⟩
  rw [hr, div_lt_div_iff₀ (by positivity) (by positivity)]
  nlinarith [mul_pos hE hE]

/-- For a nonzero free solution with `E > 0`, the nonrelativistic energy `k²/2` exceeds the Dirac
energy `E` by exactly `E²/(2c²)`, and this error is positive and smaller than `k⁴/(8c²)`. -/
theorem nonrelativistic_energy_error {c k E p q : ℝ} (hc : 0 < c) (hE : 0 < E)
    (h0 : p ≠ 0 ∨ q ≠ 0) (h : FreeDirac c k E p q) :
    k ^ 2 / 2 - E = E ^ 2 / (2 * c ^ 2) ∧ 0 < k ^ 2 / 2 - E ∧
      k ^ 2 / 2 - E < k ^ 4 / (8 * c ^ 2) := by
  have hk := (small_component_bound hc hE h0 h).2.1
  have he : k ^ 2 / 2 - E = E ^ 2 / (2 * c ^ 2) := by
    rw [hk]
    ring
  have hpos : 0 < E ^ 2 / (2 * c ^ 2) := by positivity
  have hlt : E < k ^ 2 / 2 := by linarith
  refine ⟨he, by linarith, ?_⟩
  calc k ^ 2 / 2 - E = E ^ 2 / (2 * c ^ 2) := he
    _ < (k ^ 2 / 2) ^ 2 / (2 * c ^ 2) := by gcongr
    _ = k ^ 4 / (8 * c ^ 2) := by ring

/-- The energy of a nonzero free solution with `E > 0` is `c √(c² + k²) - c²`. -/
theorem energy_eq_sqrt {c k E p q : ℝ} (hc : 0 < c) (hE : 0 < E)
    (h0 : p ≠ 0 ∨ q ≠ 0) (h : FreeDirac c k E p q) :
    E = c * Real.sqrt (c ^ 2 + k ^ 2) - c ^ 2 := by
  have hd := (large_ne_zero_and_dispersion hE h0 h).2
  -- complete the square in the dispersion relation
  have hsq : c ^ 2 + k ^ 2 = ((E + c ^ 2) / c) ^ 2 := by
    rw [div_pow, eq_div_iff (by positivity)]
    linear_combination hd
  rw [hsq, Real.sqrt_sq (by positivity)]
  field_simp
  ring

/-- At positive energy the free Dirac equations have a nonzero solution exactly when
`k²/2 = E (1 + E/(2c²))`. -/
theorem exists_solution_iff {c k E : ℝ} (hc : 0 < c) (hE : 0 < E) :
    (∃ p q : ℝ, (p ≠ 0 ∨ q ≠ 0) ∧ FreeDirac c k E p q) ↔
      k ^ 2 / 2 = E * (1 + E / (2 * c ^ 2)) := by
  constructor
  · rintro ⟨p, q, h0, h⟩
    exact (small_component_bound hc hE h0 h).2.1
  · intro h
    have e : c ^ 2 * (2 * (E * (1 + E / (2 * c ^ 2)))) = E * (E + 2 * c ^ 2) := by
      field_simp
      ring
    rw [← h] at e
    -- the amplitudes can be read off from the second equation
    refine ⟨E + 2 * c ^ 2, c * k, Or.inl (by positivity), ?_, ?_⟩
    · linear_combination -e
    · ring

/-- For a nonzero free Dirac spinor of positive energy and any real wave vector, the large spinor
is nonzero, `|k|²/2 = E (1 + E/(2c²))`, and the small spinor has `E/(E + 2c²)` times the weight of
the large one. -/
theorem spinor_small_component {c E : ℝ} {k : Fin 3 → ℝ} {φ χ : Fin 2 → ℂ}
    (hc : 0 < c) (hE : 0 < E) (h0 : φ ≠ 0 ∨ χ ≠ 0) (h : FreeDiracSpinor c k E φ χ) :
    φ ≠ 0 ∧ (k 0 ^ 2 + k 1 ^ 2 + k 2 ^ 2) / 2 = E * (1 + E / (2 * c ^ 2)) ∧
      weight χ / weight φ = E / (E + 2 * c ^ 2) := by
  obtain ⟨hl, hs⟩ := h
  have hpos : E + 2 * c ^ 2 ≠ 0 := by positivity
  have hφ : φ ≠ 0 := by
    intro hφ
    have hz := hs
    rw [hφ, Matrix.mulVec_zero, smul_zero] at hz
    have hχ : χ = 0 := (smul_eq_zero.mp hz).resolve_left (Complex.ofReal_ne_zero.mpr hpos)
    rcases h0 with h0 | h0
    · exact h0 hφ
    · exact h0 hχ
  -- the four component equations
  have h1 : (E : ℂ) * φ 0 = c * (k 2 * χ 0 + (k 0 - k 1 * Complex.I) * χ 1) := by
    simpa [pauliDot, Matrix.mulVec, dotProduct, Fin.sum_univ_two] using congrFun hl 0
  have h2 : (E : ℂ) * φ 1 = c * ((k 0 + k 1 * Complex.I) * χ 0 + -(k 2 : ℂ) * χ 1) := by
    simpa [pauliDot, Matrix.mulVec, dotProduct, Fin.sum_univ_two] using congrFun hl 1
  have h3 : ((E : ℂ) + 2 * c ^ 2) * χ 0
      = c * (k 2 * φ 0 + (k 0 - k 1 * Complex.I) * φ 1) := by
    simpa [pauliDot, Matrix.mulVec, dotProduct, Fin.sum_univ_two] using congrFun hs 0
  have h4 : ((E : ℂ) + 2 * c ^ 2) * χ 1
      = c * ((k 0 + k 1 * Complex.I) * φ 0 + -(k 2 : ℂ) * φ 1) := by
    simpa [pauliDot, Matrix.mulVec, dotProduct, Fin.sum_univ_two] using congrFun hs 1
  -- eliminating the small spinor uses that `σ · k` squares to `|k|²`
  have d0 : (c : ℂ) ^ 2 * (k 0 ^ 2 + k 1 ^ 2 + k 2 ^ 2) * φ 0
      = E * (E + 2 * c ^ 2) * φ 0 := by
    linear_combination -((E : ℂ) + 2 * c ^ 2) * h1 - c * k 2 * h3
      - c * (k 0 - k 1 * Complex.I) * h4 + (c : ℂ) ^ 2 * k 1 ^ 2 * φ 0 * Complex.I_sq
  have d1 : (c : ℂ) ^ 2 * (k 0 ^ 2 + k 1 ^ 2 + k 2 ^ 2) * φ 1
      = E * (E + 2 * c ^ 2) * φ 1 := by
    linear_combination -((E : ℂ) + 2 * c ^ 2) * h2 - c * (k 0 + k 1 * Complex.I) * h3
      + c * k 2 * h4 + (c : ℂ) ^ 2 * k 1 ^ 2 * φ 1 * Complex.I_sq
  -- the weights are related because `σ · k` is Hermitian
  have h3c := congrArg (starRingEnd ℂ) h3
  have h4c := congrArg (starRingEnd ℂ) h4
  simp only [map_add, map_sub, map_mul, map_pow, map_neg, map_ofNat, Complex.conj_ofReal,
    Complex.conj_I] at h3c h4c
  have hwC : (E : ℂ) * (φ 0 * starRingEnd ℂ (φ 0) + φ 1 * starRingEnd ℂ (φ 1))
      = (E + 2 * c ^ 2) * (χ 0 * starRingEnd ℂ (χ 0) + χ 1 * starRingEnd ℂ (χ 1)) := by
    linear_combination starRingEnd ℂ (φ 0) * h1 + starRingEnd ℂ (φ 1) * h2
      - χ 0 * h3c - χ 1 * h4c
  simp only [Complex.mul_conj] at hwC
  have hw : E * weight φ = (E + 2 * c ^ 2) * weight χ := by
    unfold weight
    exact_mod_cast hwC
  have hcomp : φ 0 ≠ 0 ∨ φ 1 ≠ 0 := by
    by_contra hn
    rw [not_or, not_not, not_not] at hn
    apply hφ
    ext i
    fin_cases i
    · exact hn.1
    · exact hn.2
  have key : c ^ 2 * (k 0 ^ 2 + k 1 ^ 2 + k 2 ^ 2) = E * (E + 2 * c ^ 2) ∧ 0 < weight φ := by
    unfold weight
    rcases hcomp with hi | hi
    · have hd := mul_right_cancel₀ hi d0
      exact ⟨by exact_mod_cast hd,
        add_pos_of_pos_of_nonneg (Complex.normSq_pos.mpr hi) (Complex.normSq_nonneg _)⟩
    · have hd := mul_right_cancel₀ hi d1
      exact ⟨by exact_mod_cast hd,
        add_pos_of_nonneg_of_pos (Complex.normSq_nonneg _) (Complex.normSq_pos.mpr hi)⟩
  refine ⟨hφ, kinetic_energy_eq hc key.1, ?_⟩
  rw [div_eq_div_iff key.2.ne' hpos]
  linear_combination -hw

end

end FreeDiracSmallComponent
```

```lean
#print axioms FreeDiracSmallComponent.small_component_bound
#print axioms FreeDiracSmallComponent.nonrelativistic_energy_error
#print axioms FreeDiracSmallComponent.exists_solution_iff
#print axioms FreeDiracSmallComponent.spinor_small_component
```

```
'FreeDiracSmallComponent.small_component_bound' depends on axioms: [propext, Classical.choice, Quot.sound]
'FreeDiracSmallComponent.nonrelativistic_energy_error' depends on axioms: [propext, Classical.choice, Quot.sound]
'FreeDiracSmallComponent.exists_solution_iff' depends on axioms: [propext, Classical.choice, Quot.sound]
'FreeDiracSmallComponent.spinor_small_component' depends on axioms: [propext, Classical.choice, Quot.sound]
```

## Two amplitudes, worked by hand

Let $p$ and $q$ be real and not both zero. If $p$ were zero, the second equation would read $(E+2c^2)q=0$, and since $E+2c^2>0$, $q$ would vanish too. Hence $p\neq0$.

Multiply the first equation by $E+2c^2$ and insert the second:

$$E(E+2c^2)\,p=ck\,(E+2c^2)\,q=c^2k^2\,p .$$

Cancelling $p$ gives $c^2k^2=E(E+2c^2)$, and division by $2c^2$ gives

$$\frac{k^2}{2}=E\left(1+\frac{E}{2c^2}\right).$$

For the ratio of the amplitudes, multiply the first equation by $p$ and the second by $q$. Both right-hand sides become $ckpq$, so $Ep^2=(E+2c^2)q^2$ and

$$\frac{q^2}{p^2}=\frac{E}{E+2c^2}<\frac{E}{2c^2}.$$

The inequality holds because $E>0$ makes the first denominator the larger one. For a normalised state, with $p^2+q^2=1$, the small component carries the weight $q^2=E/(2E+2c^2)$.

The nonrelativistic energy at the same wave number is $k^2/2$. It is too high by

$$\frac{k^2}{2}-E=\frac{E^2}{2c^2}>0 .$$

This gives $E<k^2/2$, and replacing $E$ by $k^2/2$ on the right bounds the error by $k^4/(8c^2)$.

Adding $c^4$ to both sides of $c^2k^2=E(E+2c^2)$ completes the square: $c^2(c^2+k^2)=(E+c^2)^2$. Since $E+c^2>0$, the positive root applies, and $E=c\sqrt{c^2+k^2}-c^2$.

Conversely, if $k$ and $E$ satisfy the kinetic-energy relation, then $p=E+2c^2$ and $q=ck$ solve both equations. The second holds identically, and the first is the relation itself.

## Two-component spinors and any direction of motion

For a general wave vector $\mathbf k$ the amplitudes become complex two-component spinors $\varphi$ and $\chi$, with

$$E\varphi=c\,(\sigma\cdot\mathbf k)\chi,\qquad (E+2c^2)\chi=c\,(\sigma\cdot\mathbf k)\varphi ,$$

where $\sigma$ stands for the three Pauli matrices. As before, $\varphi=0$ would force $\chi=0$. Because $(\sigma\cdot\mathbf k)^2=|\mathbf k|^2$, eliminating $\chi$ gives $c^2|\mathbf k|^2\varphi=E(E+2c^2)\varphi$, and a nonzero component of $\varphi$ can be cancelled.

For the weights, take the inner product of the first equation with $\varphi$ and of the second with $\chi$. Since $\sigma\cdot\mathbf k$ is Hermitian, the two right-hand sides are complex conjugates of each other. The left-hand sides are real, so they are equal:

$$E\,\varphi^\dagger\varphi=(E+2c^2)\,\chi^\dagger\chi .$$

The ratio of weights is therefore again $E/(E+2c^2)$.

## What the definitions and theorems say

`FreeDirac c k E p q` is the pair of real equations. The term $2c^2$ is the separation between the rest energies $c^2$ and $-c^2$ of the positive and negative branches for unit mass. `FreeDiracSpinor` is the spinor version; `k 0`, `k 1` and `k 2` are the $x$, $y$ and $z$ components of the wave vector, `pauliDot k` is $\sigma\cdot\mathbf k$, and `weight` is the squared norm of a spinor. Both sets of equations are taken as the starting point, not derived from a differential equation.

The hypothesis `p ≠ 0 ∨ q ≠ 0` excludes only the zero solution. The sign of $k$ is free. The condition `0 < E` selects the electron branch above the rest energy. It leaves out the negative-energy solutions and also the electron at rest, which has $E=0$ and $k=0$.

`small_component_bound` contains the formula for the nonrelativistic kinetic energy $k^2/2$, the amplitude ratio and its bound. `nonrelativistic_energy_error`, `energy_eq_sqrt` and `exists_solution_iff` give the error, the square-root formula and the converse, all for the two-amplitude equations. `spinor_small_component` gives the nonrelativistic kinetic energy $|\mathbf k|^2/2$ and the weight ratio in three dimensions.

In scalar-relativistic radial equations, as used in LAPW calculations, the relativistic mass factor is $1+(E-V)/(2c^2)$, where $V$ is the potential energy. At $V=0$ it becomes the factor $1+E/(2c^2)$ found here. Close to a nucleus $V$ is strongly negative, so the correction there can be far larger than the free-electron value $E/(2c^2)$.

## How the proofs follow the algebra

`large_ne_zero_and_dispersion` rules out $p=0$ and then eliminates $q$. Its `linear_combination` step multiplies the two equations by the same factors as the hand calculation, after which `mul_right_cancel₀` removes $p$. `kinetic_energy_eq` performs the division by $2c^2$ and serves both the real and the spinor case.

In `small_component_bound`, the combination `q * h2 - p * h1` is the subtraction of the two multiplied equations, and the strict bound reduces to $E^2>0$. The `calc` block in `nonrelativistic_energy_error` replaces $E$ by the larger $k^2/2$.

The spinor proof works in components. `h1` to `h4` are the four scalar equations; `d0` and `d1` eliminate $\chi$, with `Complex.I_sq` supplying $i^2=-1$, so that $(\sigma\cdot\mathbf k)^2=|\mathbf k|^2$ is used in written-out form. The conjugated equations `h3c` and `h4c` play the part of Hermiticity in `hwC`, the equality of weighted norms. `key` cancels a nonzero component of $\varphi$ and shows that its weight is positive, which permits the final division.

## The limit of large $c$

At fixed $k\neq0$, letting $c$ grow sends $E$ to $k^2/2$. The ratio $q^2/p^2$ then behaves as $k^2/(4c^2)$, and the energy error approaches its upper bound $k^4/(8c^2)$ in relative terms. These asymptotic statements follow from the exact formulas by expansion and are not among the theorems in the file.
